# Post-selecting a density matrix on the +1 eigenspace of a Hermitian involution, with nonzero probability, gives a density matrix σ with Sσ = σ

In a finite-dimensional complex space, let ρ be a density matrix (positive semidefinite, trace one) and S a Hermitian matrix with S² = 1, so that P = (1 + S)/2 projects onto the eigenspace of S with eigenvalue +1. The theorem `verified_isDensity` says that if tr(Pρ) > 0, the post-selected state σ = PρP/tr(Pρ) is again a density matrix and satisfies Sσ = σ. The attempt gets positivity from the form PρP and the nonnegative factor 1/tr(Pρ), and the symmetry relation from SP = P. For the trace it means to move the last P round to the front, use P² = P, and cancel tr(Pρ) against its inverse.

As first written in Lean, the proof fails:

```lean
import Mathlib

open Matrix
open scoped ComplexOrder

namespace SymmetryVerification

noncomputable section

variable {n : Type*} [Fintype n] [DecidableEq n]

/-- A density matrix: positive semidefinite with trace one. -/
def IsDensity (ρ : Matrix n n ℂ) : Prop := ρ.PosSemidef ∧ ρ.trace = 1

/-- The operator `P = (1 + S)/2` belonging to the symmetry `S`. -/
def symProj (S : Matrix n n ℂ) : Matrix n n ℂ := (1 / 2 : ℂ) • (1 + S)

/-- The post-selected state `P ρ P / tr(P ρ)`, meaningful when `tr(P ρ)` is nonzero. -/
def verified (S ρ : Matrix n n ℂ) : Matrix n n ℂ :=
  (symProj S * ρ).trace⁻¹ • (symProj S * ρ * symProj S)

/-- For a Hermitian involution `S`, the operator `P` is a Hermitian projector and `S P = P`. -/
theorem symProj_projector {S : Matrix n n ℂ} (hS : S.IsHermitian) (hS2 : S * S = 1) :
    (symProj S).IsHermitian ∧ symProj S * symProj S = symProj S ∧
      S * symProj S = symProj S := by
  have hSP : S * symProj S = symProj S := by
    rw [symProj, Matrix.mul_smul, mul_add, mul_one, hS2, add_comm]
  refine ⟨?_, ?_, hSP⟩
  · have h : star (1 / 2 : ℂ) = 1 / 2 := by simp
    rw [Matrix.IsHermitian, symProj, conjTranspose_smul, conjTranspose_add,
      conjTranspose_one, hS.eq, h]
  · calc symProj S * symProj S = (1 / 2 : ℂ) • (symProj S + S * symProj S) := by
          conv_lhs => enter [1]; rw [symProj]
          rw [Matrix.smul_mul, add_mul, one_mul]
      _ = symProj S := by rw [hSP]; module

/-- Post-selection with nonzero success probability gives a density matrix `σ`
with `S σ = σ`. -/
theorem verified_isDensity {S ρ : Matrix n n ℂ} (hρ : IsDensity ρ) (hS : S.IsHermitian)
    (hS2 : S * S = 1) (hp : 0 < (symProj S * ρ).trace) :
    IsDensity (verified S ρ) ∧ S * verified S ρ = verified S ρ := by
  obtain ⟨hP, hPP, hSP⟩ := symProj_projector hS hS2
  refine ⟨⟨?_, ?_⟩, ?_⟩
  · have hc : 0 ≤ (symProj S * ρ).trace⁻¹ := by
      obtain ⟨hre, him⟩ := Complex.lt_def.mp hp
      have hz : (symProj S * ρ).trace = (((symProj S * ρ).trace.re : ℝ) : ℂ) :=
        Complex.ext (by simp) (by simpa using him.symm)
      rw [hz, ← Complex.ofReal_inv]
      exact Complex.zero_le_real.mpr (inv_nonneg.mpr (le_of_lt hre))
    have h := hρ.1.mul_mul_conjTranspose_same (symProj S)
    rw [hP.eq] at h
    exact h.smul hc
  · rw [verified, trace_smul, Matrix.trace_mul_comm, ← mul_assoc, hPP, smul_eq_mul,
      inv_mul_cancel₀ hp.ne']
  · rw [verified, Matrix.mul_smul, ← mul_assoc, ← mul_assoc, hSP]

end

end SymmetryVerification
```

The error:

```
Main.lean:53:53: error: Tactic `rewrite` failed: Did not find an occurrence of the pattern
  ?a * (?b * ?c)
in the target expression
  (ρ * symProj S).trace⁻¹ • (symProj S * ρ * symProj S).trace = 1

case refine_2
n : Type u_1
inst✝¹ : Fintype n
inst✝ : DecidableEq n
S ρ : Matrix n n ℂ
hρ : IsDensity ρ
hS : S.IsHermitian
hS2 : S * S = 1
hp : 0 < (symProj S * ρ).trace
hP : (symProj S).IsHermitian
hPP : symProj S * symProj S = symProj S
hSP : S * symProj S = symProj S
⊢ (ρ * symProj S).trace⁻¹ • (symProj S * ρ * symProj S).trace = 1
```

What went wrong. The error is in the trace step: `← mul_assoc` looks for a product of the form `?a * (?b * ?c)` and finds none. The cause is the rewrite just before it. Given no arguments, `Matrix.trace_mul_comm` can apply to the trace of any product, and the goal has two: the normalising factor `(symProj S * ρ).trace⁻¹` and the trace of the triple product. The goal in the message shows that it took the first, turning it into `(ρ * symProj S).trace⁻¹`, and left the triple product as it was, bracketed to the left.

The repair passes `(symProj S * ρ)` and `(symProj S)` explicitly, so that only the trace of the triple product fits. That becomes the trace of `symProj S * (symProj S * ρ)`, which `← mul_assoc` can regroup and `hPP` reduce to `symProj S * ρ`. The normalising factor now keeps its original form, so `inv_mul_cancel₀ hp.ne'` cancels the two. Moving `← mul_assoc` to the next line is only layout.

The change, after which it compiles:

```diff
@@ -51,6 +51,6 @@
     rw [hP.eq] at h
     exact h.smul hc
-  · rw [verified, trace_smul, Matrix.trace_mul_comm, ← mul_assoc, hPP, smul_eq_mul,
-      inv_mul_cancel₀ hp.ne']
+  · rw [verified, trace_smul, Matrix.trace_mul_comm (symProj S * ρ) (symProj S),
+      ← mul_assoc, hPP, smul_eq_mul, inv_mul_cancel₀ hp.ne']
   · rw [verified, Matrix.mul_smul, ← mul_assoc, ← mul_assoc, hSP]
 
```
